# An exponential bound, in the number of blocks, for the median of independent block means with common mean and bounded variance

Let \(k\) be odd, and let \(X_1,\dots,X_k\) be independent, square-integrable block means with common mean \(m\) and variances at most \(v>0\). Their median \(M\) satisfies

\[
P\bigl(|M-m|\ge 2\sqrt v\bigr)\le (3/4)^{k/2}.
\]

A few rare, very large samples can spoil the overall average of a Monte Carlo run. The median of block means stays close to \(m\) as long as fewer than half of the blocks are spoiled. In variational Monte Carlo, with configurations drawn from \(|\psi|^2\) for a real trial function \(\psi\), the bound applies to the median of independent block averages of the local energy, provided that the local energy has finite variance. The common mean \(m\) is the variational energy of \(\psi\) if \(\psi\) lies in the domain of the Hamiltonian. A kink of \(\psi\) across a surface on which the potential is finite rules this out: the kink contributes to the variational energy, but the samples miss it.

If each block averages \(b\) independent samples of variance \(\sigma^2\), then \(v=\sigma^2/b\). With \(n=kb\) samples in total, the threshold is \(2\sigma\sqrt{k/n}\), so at fixed \(n\) more blocks give a smaller bound on the failure probability but a wider error bar. The step left to the user is the passage from a Markov chain to independent blocks: successive blocks of one chain are correlated, and long blocks only make them approximately independent.

In the code, `Ω` is the space of outcomes and the finite type `ι` labels the blocks. The letter `μ` is the probability measure, not the mean, which is `m`.

```lean
import Mathlib

open MeasureTheory ProbabilityTheory
open scoped Classical

namespace MedianOfMeans

noncomputable section

variable {Ω ι : Type*} [MeasurableSpace Ω] [Fintype ι]
```

## The median and its two halves

A number \(M\) is a median of \(x_1,\dots,x_k\) if at least half of the values are at most \(M\) and at least half are at least \(M\). Ties count on both sides, and for even \(k\) there may be many medians.

```lean
/-- `M` is a median of the values `x i`: at least half of them are at most `M`, and at least
half of them are at least `M`. -/
def IsMedian (x : ι → ℝ) (M : ℝ) : Prop :=
  Fintype.card ι ≤ 2 * (Finset.univ.filter fun i => x i ≤ M).card ∧
  Fintype.card ι ≤ 2 * (Finset.univ.filter fun i => M ≤ x i).card
```

For \(k=2r+1\), sort the values as \(x_{(0)}\le\dots\le x_{(2r)}\) and take \(x_{(r)}\). In Lean, `Tuple.sort x` is the sorting permutation, with positions counted from zero.

```lean
/-- The median of an odd number `2r + 1` of values: the middle entry after sorting. -/
def median {r : ℕ} (x : Fin (2 * r + 1) → ℝ) : ℝ :=
  x (Tuple.sort x ⟨r, by omega⟩)
```

This middle entry is a median in the sense above. Positions \(0,\dots,r\) hold \(r+1\) values at most \(x_{(r)}\), positions \(r,\dots,2r\) hold \(r+1\) values at least \(x_{(r)}\), and \(2(r+1)\ge 2r+1\). The proof carries each set of positions back to the original labels by the sorting permutation, which preserves their number.

```lean
/-- The middle entry of the sorted list has at least half of the values on either side,
itself included. -/
theorem median_isMedian {r : ℕ} (x : Fin (2 * r + 1) → ℝ) : IsMedian x (median x) := by
  have h := Tuple.monotone_sort x
  let c : Fin (2 * r + 1) := ⟨r, by omega⟩
  constructor
  · -- the first r + 1 sorted entries are at most the median
    have hsub : (Finset.Iic c).map (Tuple.sort x).toEmbedding ⊆
        Finset.univ.filter fun i => x i ≤ median x := by
      intro i hi
      obtain ⟨j, hj, rfl⟩ := Finset.mem_map.1 hi
      exact Finset.mem_filter.2 ⟨Finset.mem_univ _, h (Finset.mem_Iic.1 hj)⟩
    have hc := Finset.card_le_card hsub
    rw [Finset.card_map, Fin.card_Iic] at hc
    have hr : (c : ℕ) = r := rfl
    rw [Fintype.card_fin]
    omega
  · -- the last r + 1 sorted entries are at least the median
    have hsub : (Finset.Ici c).map (Tuple.sort x).toEmbedding ⊆
        Finset.univ.filter fun i => median x ≤ x i := by
      intro i hi
      obtain ⟨j, hj, rfl⟩ := Finset.mem_map.1 hi
      exact Finset.mem_filter.2 ⟨Finset.mem_univ _, h (Finset.mem_Ici.1 hj)⟩
    have hc := Finset.card_le_card hsub
    rw [Finset.card_map, Fin.card_Ici] at hc
    have hr : (c : ℕ) = r := rfl
    rw [Fintype.card_fin]
    omega
```

## A bad median needs at least half of the blocks to be bad

Suppose \(|M-m|\ge t\). If \(M\ge m+t\), the values with \(x_i\ge M\), at least half of all, satisfy \(x_i-m\ge t\). If \(M\le m-t\), the values with \(x_i\le M\), again at least half, satisfy \(m-x_i\ge t\). Either way, at least half of the blocks are off by at least \(t\). The two cases are the two branches of the proof.

```lean
/-- If a median is off from `m` by at least `t`, then at least half of the values are off
from `m` by at least `t`. -/
theorem half_deviate {x : ι → ℝ} {M m t : ℝ} (hM : IsMedian x M) (ht : t ≤ |M - m|) :
    Fintype.card ι ≤ 2 * (Finset.univ.filter fun i => t ≤ |x i - m|).card := by
  rcases le_abs.1 ht with h | h
  · refine hM.2.trans (Nat.mul_le_mul_left 2 (Finset.card_le_card fun i hi => ?_))
    have hi' := (Finset.mem_filter.1 hi).2
    exact Finset.mem_filter.2 ⟨Finset.mem_univ _, le_abs.2 (Or.inl (by linarith))⟩
  · refine hM.1.trans (Nat.mul_le_mul_left 2 (Finset.card_le_card fun i hi => ?_))
    have hi' := (Finset.mem_filter.1 hi).2
    exact Finset.mem_filter.2 ⟨Finset.mem_univ _, le_abs.2 (Or.inr (by linarith))⟩
```

For a single block \(Y\) and a factor \(c>0\), Chebyshev's inequality gives

\[
P(|Y-m|\ge c\sqrt v)\le\frac{\operatorname{Var}Y}{c^2v}\le\frac1{c^2}.
\]

Here `MemLp Y 2 μ` says that \(Y\) is square-integrable, and `μ.real` is the probability as a real number.

```lean
/-- Chebyshev's inequality for one block: a square-integrable block mean with mean `m` and
variance at most `v > 0` is off by at least `c √v`, `c > 0`, with probability at most `1/c²`. -/
theorem block_failure {μ : Measure Ω} [IsProbabilityMeasure μ] {Y : Ω → ℝ} {m v c : ℝ}
    (hY : MemLp Y 2 μ) (hm : ∫ ω, Y ω ∂μ = m) (hvar : variance Y μ ≤ v)
    (hv : 0 < v) (hc : 0 < c) :
    μ.real {ω | c * √v ≤ |Y ω - m|} ≤ 1 / c ^ 2 := by
  have hpos : 0 < c * √v := mul_pos hc (Real.sqrt_pos.2 hv)
  have h := meas_ge_le_variance_div_sq hY hpos
  rw [hm] at h
  have h2 := ENNReal.toReal_le_of_le_ofReal
    (div_nonneg (variance_nonneg Y μ) (sq_nonneg (c * √v))) h
  refine le_trans h2 ?_
  rw [div_le_div_iff₀ (by positivity) (by positivity), mul_pow, Real.sq_sqrt hv.le]
  nlinarith [mul_le_mul_of_nonneg_right hvar (sq_nonneg c)]
```

## The probability that at least half of the blocks fail

Call block \(i\) a failure if \(X_i\) falls in a set \(B\), and let \(p_i=P(X_i\in B)\le p\) with \(0<p\le 1/2\). Let \(N\) be the number of failures, and give each failure the weight \(s=(1-p)/p\ge1\). Independence factorises the expectation:

\[
E\,s^N=\prod_i\bigl(1+p_i(s-1)\bigr)\le\bigl(1+p(s-1)\bigr)^k=\bigl(2(1-p)\bigr)^k,
\]

because \(ps=1-p\). If \(N\ge k/2\), then \(s^N\ge s^{k/2}\), so Markov's inequality gives

\[
s^{k/2}\,P(N\ge k/2)\le\bigl(2(1-p)\bigr)^k.
\]

Square both sides and use \(4(1-p)^2=s\cdot4p(1-p)\). Cancelling \(s^k\) leaves

\[
P(N\ge k/2)^2\le\bigl(4p(1-p)\bigr)^k.
\]

In the proof, `g` is the weight of one block, `hprod` the factorised bound, `hmarkov` Markov's inequality and `hfac` the identity used for the cancellation. The hypothesis `iIndepFun X μ` is joint independence of all the blocks, not just of pairs.

```lean
/-- Chernoff bound for failures in at least half of the variables: if independent variables each
fall in the measurable set `B` with probability at most `p`, `0 < p ≤ 1/2`, then the probability
that at least half of the `k` variables do so has square at most `(4p(1-p))^k`. -/
theorem majority_failure {μ : Measure Ω} [IsProbabilityMeasure μ] {X : ι → Ω → ℝ}
    {B : Set ℝ} {p : ℝ} (hind : iIndepFun X μ) (hX : ∀ i, AEMeasurable (X i) μ)
    (hB : MeasurableSet B) (hp : 0 < p) (hp2 : p ≤ 1 / 2)
    (hfail : ∀ i, μ.real (X i ⁻¹' B) ≤ p) :
    μ.real {ω | Fintype.card ι ≤ 2 * (Finset.univ.filter fun i => X i ω ∈ B).card} ^ 2
      ≤ (4 * p * (1 - p)) ^ Fintype.card ι := by
  obtain ⟨s, hs⟩ : ∃ s : ℝ, s = (1 - p) / p := ⟨_, rfl⟩
  have hsp : s * p = 1 - p := by rw [hs]; field_simp
  have hs1 : 1 ≤ s := by rw [hs, le_div_iff₀ hp]; linarith
  have hs0 : 0 < s := by linarith
  -- each failure carries the weight s
  let g : ℝ → ℝ := fun y => if y ∈ B then s else 1
  have hg : Measurable g := Measurable.ite hB measurable_const measurable_const
  have hgX : ∀ i, AEMeasurable (fun ω => g (X i ω)) μ := fun i => hg.comp_aemeasurable (hX i)
  have hF : ∀ ω, ∏ i, g (X i ω) = s ^ (Finset.univ.filter fun i => X i ω ∈ B).card := by
    intro ω
    simp [g, Finset.prod_ite]
  have hmean : ∀ i, ∫ ω, g (X i ω) ∂μ = 1 + μ.real (X i ⁻¹' B) * (s - 1) := by
    intro i
    have hn : NullMeasurableSet (X i ⁻¹' B) μ := (hX i).nullMeasurable hB
    have he : (fun ω => g (X i ω)) =
        fun ω => 1 + (X i ⁻¹' B).indicator (fun _ => s - 1) ω := by
      funext ω
      by_cases h : X i ω ∈ B <;> simp [g, h]
    rw [he, integral_add (integrable_const _) ((integrable_const _).indicator₀ hn),
      integral_indicator₀ hn, setIntegral_const]
    simp
  -- independence factorises the expected weight
  have hprod : ∫ ω, ∏ i, g (X i ω) ∂μ ≤ (2 * (1 - p)) ^ Fintype.card ι := by
    have hi := (hind.comp (fun _ => g) (fun _ => hg)).integral_fun_prod_eq_prod_integral
      (fun i => (hgX i).aestronglyMeasurable)
    simp only [Function.comp_apply] at hi
    rw [hi, ← Finset.card_univ, ← Finset.prod_const]
    refine Finset.prod_le_prod (fun i _ => ?_) (fun i _ => ?_)
    · rw [hmean i]
      have := mul_nonneg (measureReal_nonneg (μ := μ) (s := X i ⁻¹' B)) (sub_nonneg.2 hs1)
      linarith
    · rw [hmean i]
      have := mul_le_mul_of_nonneg_right (hfail i) (sub_nonneg.2 hs1)
      linarith
  have hint : Integrable (fun ω => ∏ i, g (X i ω)) μ := by
    refine Integrable.of_bound
      (Finset.aemeasurable_fun_prod _ fun i _ => hgX i).aestronglyMeasurable
      (s ^ Fintype.card ι) (Filter.Eventually.of_forall fun ω => ?_)
    rw [hF, Real.norm_of_nonneg (by positivity)]
    exact pow_le_pow_right₀ hs1 (Finset.card_le_univ _)
  -- Markov's inequality at the level s^(k/2)
  have hmarkov := mul_meas_ge_le_integral_of_nonneg
    (Filter.Eventually.of_forall fun ω => by
      show (0 : ℝ) ≤ ∏ i, g (X i ω)
      rw [hF]; positivity) hint (√s ^ Fintype.card ι)
  have hsub : μ.real {ω | Fintype.card ι ≤
        2 * (Finset.univ.filter fun i => X i ω ∈ B).card} ≤
      μ.real {ω | √s ^ Fintype.card ι ≤ ∏ i, g (X i ω)} := by
    refine measureReal_mono fun ω hω => ?_
    show √s ^ Fintype.card ι ≤ ∏ i, g (X i ω)
    rw [hF]
    calc √s ^ Fintype.card ι
        ≤ √s ^ (2 * (Finset.univ.filter fun i => X i ω ∈ B).card) :=
          pow_le_pow_right₀ (Real.one_le_sqrt.2 hs1) hω
      _ = _ := by rw [pow_mul, Real.sq_sqrt hs0.le]
  have hle := (mul_le_mul_of_nonneg_left hsub
    (pow_nonneg (Real.sqrt_nonneg s) (Fintype.card ι))).trans (hmarkov.trans hprod)
  have hsq := pow_le_pow_left₀ (by positivity) hle 2
  rw [mul_pow, ← pow_mul, mul_comm (Fintype.card ι) 2, pow_mul, Real.sq_sqrt hs0.le,
    ← pow_mul, mul_comm (Fintype.card ι) 2, pow_mul] at hsq
  have hfac : (2 * (1 - p)) ^ 2 = s * (4 * p * (1 - p)) := by
    linear_combination (-4 * (1 - p)) * hsp
  rw [hfac, mul_pow s] at hsq
  exact le_of_mul_le_mul_left hsq (pow_pos hs0 _)
```

## The deviation of the median

Take \(B=\{y:|y-m|\ge c\sqrt v\}\) and \(p=1/c^2\), which is at most \(1/2\) when \(c^2\ge2\). A bad median forces \(N\ge k/2\), so taking the square root of the last bound gives

\[
P(|M-m|\ge c\sqrt v)\le\left(\frac4{c^2}\Bigl(1-\frac1{c^2}\Bigr)\right)^{k/2}.
\]

This holds for any finite number of blocks and any choice of median `M`. At \(c^2=2\) the right-hand side is 1 and says nothing.

```lean
/-- Any median `M` of `k` independent square-integrable block means with common mean `m` and
variances at most `v > 0` is off by at least `c √v`, where `c > 0` and `c² ≥ 2`, with
probability at most `(4 c⁻² (1 - c⁻²))^(k/2)`. -/
theorem median_deviation {μ : Measure Ω} [IsProbabilityMeasure μ] {X : ι → Ω → ℝ}
    {M : Ω → ℝ} {m v c : ℝ} (hind : iIndepFun X μ) (hX : ∀ i, MemLp (X i) 2 μ)
    (hm : ∀ i, ∫ ω, X i ω ∂μ = m) (hvar : ∀ i, variance (X i) μ ≤ v) (hv : 0 < v)
    (hc : 0 < c) (hc2 : 2 ≤ c ^ 2) (hM : ∀ ω, IsMedian (fun i => X i ω) (M ω)) :
    μ.real {ω | c * √v ≤ |M ω - m|} ≤
      (4 * (1 / c ^ 2) * (1 - 1 / c ^ 2)) ^ ((Fintype.card ι : ℝ) / 2) := by
  have hp2 : 1 / c ^ 2 ≤ 1 / 2 := one_div_le_one_div_of_le (by norm_num) hc2
  have hp : 0 < 1 / c ^ 2 := by positivity
  have hB : MeasurableSet {y : ℝ | c * √v ≤ |y - m|} :=
    (isClosed_le continuous_const (continuous_id.sub continuous_const).abs).measurableSet
  have hmaj := majority_failure hind (fun i => (hX i).aestronglyMeasurable.aemeasurable) hB
    hp hp2 (fun i => block_failure (hX i) (hm i) (hvar i) hv hc)
  have hq : 0 ≤ 4 * (1 / c ^ 2) * (1 - 1 / c ^ 2) :=
    mul_nonneg (by positivity) (by linarith)
  -- a bad median forces at least half of the blocks to be bad
  refine le_trans (measureReal_mono fun ω hω => ?_)
    ((pow_le_pow_iff_left₀ measureReal_nonneg (Real.rpow_nonneg hq _) two_ne_zero).1
      (hmaj.trans_eq ?_))
  · refine (half_deviate (hM ω) hω).trans
      (Nat.mul_le_mul_left 2 (Finset.card_le_card fun i hi => ?_))
    exact Finset.mem_filter.2 ⟨Finset.mem_univ _, (Finset.mem_filter.1 hi).2⟩
  · rw [← Real.rpow_natCast (_ ^ ((Fintype.card ι : ℝ) / 2)) 2, ← Real.rpow_mul hq,
      ← Real.rpow_natCast]
    congr 1
    push_cast
    ring
```

For \(c=2\) the base is \(4\cdot\frac14\cdot\frac34=\frac34\), which gives the opening result for the sorted middle entry. The exponent \(k/2\) is a real number, since \(k\) is odd. The condition \(v>0\) excludes a threshold of zero, which every outcome would meet.

```lean
/-- Median of means: for an odd number `k = 2r + 1` of independent square-integrable block
means with common mean `m` and variances at most `v > 0`, the median differs from `m` by at
least `2 √v` with probability at most `(3/4)^(k/2)`. -/
theorem median_of_means {μ : Measure Ω} [IsProbabilityMeasure μ] {r : ℕ}
    {X : Fin (2 * r + 1) → Ω → ℝ} {m v : ℝ} (hind : iIndepFun X μ)
    (hX : ∀ i, MemLp (X i) 2 μ) (hm : ∀ i, ∫ ω, X i ω ∂μ = m)
    (hvar : ∀ i, variance (X i) μ ≤ v) (hv : 0 < v) :
    μ.real {ω | 2 * √v ≤ |median (fun i => X i ω) - m|} ≤
      (3 / 4 : ℝ) ^ (((2 * r + 1 : ℕ) : ℝ) / 2) := by
  have h := median_deviation hind hX hm hvar hv (c := 2) (by norm_num) (by norm_num)
    (fun ω => median_isMedian fun i => X i ω)
  have he : (4 * (1 / 2 ^ 2) * (1 - 1 / 2 ^ 2) : ℝ) = 3 / 4 := by norm_num
  rwa [he, Fintype.card_fin] at h
```

In the smallest case, \(k=1\), the median is the single block mean and the bound is \(\sqrt{3/4}\approx0.87\), much weaker than the \(1/4\) from Chebyshev's inequality. Among odd \(k\), the bound first falls below \(1/4\) at \(k=11\).

## How many blocks for a given confidence

Since \((3/4)^{k/2}=\exp\bigl(-\tfrac k2\log\tfrac43\bigr)\), the failure probability is at most \(\delta>0\) as soon as

\[
2\log(1/\delta)\le k\log(4/3).
\]

For \(\delta=0.01\), the smallest odd \(k\) that meets this condition is 33.

```lean
/-- Choice of the number of blocks: for an odd number `k = 2r + 1` of independent square-integrable
block means with common mean `m` and variances at most `v > 0`, if `δ > 0` and
`2 log(1/δ) ≤ k log(4/3)`, the median differs from `m` by at least `2 √v` with probability at most
`δ`. -/
theorem blocks_for_confidence {μ : Measure Ω} [IsProbabilityMeasure μ] {r : ℕ}
    {X : Fin (2 * r + 1) → Ω → ℝ} {m v δ : ℝ} (hind : iIndepFun X μ)
    (hX : ∀ i, MemLp (X i) 2 μ) (hm : ∀ i, ∫ ω, X i ω ∂μ = m)
    (hvar : ∀ i, variance (X i) μ ≤ v) (hv : 0 < v) (hδ : 0 < δ)
    (hk : 2 * Real.log (1 / δ) ≤ ((2 * r + 1 : ℕ) : ℝ) * Real.log (4 / 3)) :
    μ.real {ω | 2 * √v ≤ |median (fun i => X i ω) - m|} ≤ δ := by
  refine (median_of_means hind hX hm hvar hv).trans ?_
  have h1 : Real.log (3 / 4) = -Real.log (4 / 3) := by
    rw [← Real.log_inv]; norm_num
  have h2 : Real.log (1 / δ) = -Real.log δ := by rw [one_div, Real.log_inv]
  rw [h2] at hk
  rw [Real.rpow_def_of_pos (by norm_num), h1, ← Real.le_log_iff_exp_le hδ]
  linarith

end

end MedianOfMeans
```

## Identical blocks break the bound

Let every block equal the same variable \(Y\), which takes the values \(m\pm2\sqrt v\) with probability \(1/8\) each and \(m\) otherwise. Its mean is \(m\) and its variance is \(4v\cdot\frac14=v\). The median is \(Y\) itself, so it is off by \(2\sqrt v\) with probability \(1/4\) for every odd \(k\), which exceeds \((3/4)^{k/2}\) from \(k=11\) on. A common distribution with the right mean and variance is therefore not enough without some restriction on the dependence between blocks.

```lean
#print axioms MedianOfMeans.median_of_means
#print axioms MedianOfMeans.blocks_for_confidence
```

```
'MedianOfMeans.median_of_means' depends on axioms: [propext, Classical.choice, Quot.sound]
'MedianOfMeans.blocks_for_confidence' depends on axioms: [propext, Classical.choice, Quot.sound]
```
